# Hermitian strengths and positive semidefinite augmentation charges that no invertible mixing makes both diagonal

An ultrasoft or PAW atom with several partial waves $\phi_i$ per angular-momentum channel carries two coefficient matrices. The strengths $D_{ij}$ enter the non-local Hamiltonian. The augmentation charges $q_{ij}$ enter the overlap operator and measure the norm that the pseudo waves lack inside the augmentation sphere. The waves may be replaced by independent linear combinations, and one may ask whether some choice makes both matrices diagonal. If $q$ is positive definite, standard linear algebra says yes for Hermitian $D$: normalise $q$ to the identity, then diagonalise $D$ by a unitary. The question here is whether positive semidefinite $q$ is enough.

The waves are labelled by a finite set `n`, and all matrices are complex.

```lean
import Mathlib

open Matrix
open scoped ComplexOrder

namespace PartialWaveMixing

noncomputable section

variable {n : Type*} [Fintype n] [DecidableEq n]
```

Let the new waves be $\phi'_j=\sum_i \phi_i M_{ij}$. Matrix elements between waves then change by congruence, $A\mapsto M^\dagger A M$, where $M^\dagger$ is Lean's `Mᴴ`. The coefficients $D_{ij}$ and $q_{ij}$ follow the same rule when the projectors are kept dual to the mixed pseudo waves. Since $M$ need not be unitary, this is in general not a similarity transformation.

```lean
/-- The coefficient matrix `A` after the partial waves are mixed by `M`: the congruence
`Mᴴ A M`. -/
def mix (M A : Matrix n n ℂ) : Matrix n n ℂ := Mᴴ * A * M
```

Simultaneous diagonalisation means that one invertible $M$ (`IsUnit M`) removes the off-diagonal elements of both matrices. The diagonal elements are unrestricted.

```lean
/-- Some invertible mixing of the partial waves makes both the strengths `D` and the
augmentation charges `q` diagonal. -/
def SimDiag (D q : Matrix n n ℂ) : Prop :=
  ∃ M : Matrix n n ℂ, IsUnit M ∧ (mix M D).IsDiag ∧ (mix M q).IsDiag
```

The example has two waves, numbered 0 and 1 as in Lean, with strengths that only couple one to the other:

$$D=\begin{pmatrix}0&1\\1&0\end{pmatrix}.$$

```lean
/-- Strengths that couple two partial waves only to each other. -/
def strength : Matrix (Fin 2) (Fin 2) ℂ := !![0, 1; 1, 0]
```

The charges are $q_\varepsilon=\mathrm{diag}(1,\varepsilon)$ with $\varepsilon$ real. At $\varepsilon=0$ wave 1 has no augmentation charge, as for a norm-conserving wave. Both matrices are prescribed, not computed for an atom.

```lean
/-- Diagonal augmentation charges of two partial waves: `1` for the first wave, `ε` for the second.
-/
def charge (ε : ℝ) : Matrix (Fin 2) (Fin 2) ℂ := !![1, 0; 0, (ε : ℂ)]
```

For $\varepsilon>0$ a suitable mixing will be

$$M_\varepsilon=\begin{pmatrix}\sqrt\varepsilon&\sqrt\varepsilon\\1&-1\end{pmatrix}.$$

```lean
/-- The matrix `[[√ε, √ε], [1, -1]]`, used for `ε > 0` as a mixing of two partial waves with charges
`1` and `ε`. -/
def chargeMixing (ε : ℝ) : Matrix (Fin 2) (Fin 2) ℂ :=
  !![((√ε : ℝ) : ℂ), ((√ε : ℝ) : ℂ); 1, -1]
```

## A chargeless vector that obstructs every mixing

If $A$ is diagonal, only one term of the matrix–vector product survives: $(Ac)_i=\sum_j A_{ij}c_j=A_{ii}c_i$.

```lean
omit [DecidableEq n] in
/-- A diagonal matrix multiplies each component of a vector by the matching diagonal element. -/
theorem isDiag_mulVec {A : Matrix n n ℂ} (hA : A.IsDiag) (c : n → ℂ) (i : n) :
    (A *ᵥ c) i = A i i * c i := by
  change ∑ j, A i j * c j = A i i * c i
  refine Finset.sum_eq_single i (fun j _ hj => ?_) (fun h => absurd (Finset.mem_univ i) h)
  rw [hA (Ne.symm hj), zero_mul]
```

Call $v$ chargeless if $qv=0$. Suppose that $v$ is chargeless, that $Dv\neq0$, and that $w^\dagger Dv=0$ for every chargeless $w$. Then no invertible $M$ makes both matrices diagonal.

Assume that one did, with diagonal elements $d_i$ of $M^\dagger DM$ and $s_i$ of $M^\dagger qM$. Expand $v=Mc$ with $c=M^{-1}v$; in the code $M^{-1}$ is `N`. For each $i$ there are two cases.

- If $c_i=0$, then $(M^\dagger Dv)_i=(M^\dagger DMc)_i=d_ic_i=0$.
- If $c_i\neq0$, then $s_ic_i=(M^\dagger qv)_i=0$ gives $s_i=0$. With $e_i$ the unit vector and $m_i=Me_i$ column $i$ of $M$, we get $M^\dagger qm_i=s_ie_i=0$. Since $M^\dagger$ is invertible, $qm_i=0$. By hypothesis $(M^\dagger Dv)_i=m_i^\dagger Dv=0$.

So $M^\dagger Dv=0$, hence $Dv=0$, a contradiction. The step `by_cases` separates the cases, `hcancel` removes $M^\dagger$, and `hker` states $qm_i=0$. Neither matrix has to be Hermitian for this argument.

```lean
/-- If a chargeless vector `v` has `D v ≠ 0`, but `D` has no matrix element between `v` and any
chargeless vector, then no invertible mixing makes both `D` and `q` diagonal. -/
theorem not_simDiag_of_chargeless {D q : Matrix n n ℂ} (v : n → ℂ)
    (hv : q *ᵥ v = 0) (hD : ∀ w : n → ℂ, q *ᵥ w = 0 → star w ⬝ᵥ (D *ᵥ v) = 0)
    (hne : D *ᵥ v ≠ 0) : ¬ SimDiag D q := by
  rintro ⟨M, hM, hMD, hMq⟩
  obtain ⟨N, hMN⟩ := hM.exists_right_inv
  have hmix : ∀ (A : Matrix n n ℂ) (c : n → ℂ),
      mix M A *ᵥ c = Mᴴ *ᵥ (A *ᵥ (M *ᵥ c)) := by
    intro A c
    simp only [mix, Matrix.mulVec_mulVec, Matrix.mul_assoc]
  -- the adjoint of an invertible mixing annihilates no vector but zero
  have hcancel : ∀ x : n → ℂ, Mᴴ *ᵥ x = 0 → x = 0 := by
    intro x hx
    have h1 : Nᴴ * Mᴴ = 1 := by
      rw [← Matrix.conjTranspose_mul, hMN, Matrix.conjTranspose_one]
    calc x = (Nᴴ * Mᴴ) *ᵥ x := by rw [h1, Matrix.one_mulVec]
      _ = Nᴴ *ᵥ (Mᴴ *ᵥ x) := by rw [Matrix.mulVec_mulVec]
      _ = 0 := by rw [hx, Matrix.mulVec_zero]
  -- expand `v` in the mixed waves
  have hc : M *ᵥ (N *ᵥ v) = v := by
    rw [Matrix.mulVec_mulVec, hMN, Matrix.one_mulVec]
  apply hne
  apply hcancel
  funext i
  by_cases hi : (N *ᵥ v) i = 0
  · have h := isDiag_mulVec hMD (N *ᵥ v) i
    rw [hmix, hc, hi, mul_zero] at h
    exact h
  · -- a mixed wave that occurs in `v` carries no charge
    have h := isDiag_mulVec hMq (N *ᵥ v) i
    rw [hmix, hc, hv, Matrix.mulVec_zero] at h
    have hs : mix M q i i = 0 := (mul_eq_zero.mp h.symm).resolve_right hi
    have hcol : M *ᵥ (Pi.single i 1) = fun j => M j i := by
      funext j
      simp [Matrix.mulVec, dotProduct, Pi.single_apply]
    have hker : q *ᵥ (fun j => M j i) = 0 := by
      apply hcancel
      rw [← hcol, ← hmix]
      funext j
      rw [isDiag_mulVec hMq]
      by_cases hj : j = i
      · subst hj
        simp [hs]
      · simp [hj]
    exact hD _ hker
```

## The two-wave counter-example

Take $\varepsilon=0$ and $v=(0,1)^T$. Then $q_0v=0$ and $Dv=(1,0)^T\neq0$. Any chargeless $w$ has $w_0=0$, so $w^\dagger Dv=\overline{w_0}=0$, and the obstruction applies. $D$ is Hermitian by inspection, and $q_0$ is positive semidefinite because $q_0=q_0^\dagger q_0$.

```lean
/-- The strengths `[[0,1],[1,0]]` are Hermitian and the charges `diag(1,0)` are positive
semidefinite, yet no invertible complex mixing makes both diagonal. -/
theorem semidefinite_counterexample :
    strength.IsHermitian ∧ (charge 0).PosSemidef ∧ ¬ SimDiag strength (charge 0) := by
  refine ⟨?_, ?_, ?_⟩
  · ext i j
    fin_cases i <;> fin_cases j <;> simp [strength]
  · -- the charge matrix is a projector, hence of the form `qᴴ q`
    have hq : (charge 0)ᴴ * charge 0 = charge 0 := by
      ext i j
      fin_cases i <;> fin_cases j <;>
        simp [charge, Matrix.mul_apply, Fin.sum_univ_succ]
    have h := Matrix.posSemidef_conjTranspose_mul_self (charge 0)
    rwa [hq] at h
  · -- the second partial wave is chargeless and couples only to the first
    apply not_simDiag_of_chargeless ![0, 1]
    · funext i
      fin_cases i <;> simp [charge, Matrix.mulVec, dotProduct, Fin.sum_univ_succ]
    · intro w hw
      have h0 : w 0 = 0 := by
        have h := congrFun hw 0
        simpa [charge, Matrix.mulVec, dotProduct, Fin.sum_univ_succ] using h
      simp [strength, Matrix.mulVec, dotProduct, Fin.sum_univ_succ, h0]
    · intro h
      have h1 := congrFun h 0
      simp [strength, Matrix.mulVec, dotProduct, Fin.sum_univ_succ] at h1
```

For this two-wave model, then, a code that stores only diagonal strengths and charges cannot represent this pair of matrices by an invertible mixing of the two partial waves, although no combination of waves has negative charge.

## A small positive charge removes the obstruction

For $\varepsilon>0$, $\det M_\varepsilon=-2\sqrt\varepsilon\neq0$, and multiplication gives

$$M_\varepsilon^\dagger DM_\varepsilon=\begin{pmatrix}2\sqrt\varepsilon&0\\0&-2\sqrt\varepsilon\end{pmatrix},\qquad M_\varepsilon^\dagger q_\varepsilon M_\varepsilon=\begin{pmatrix}2\varepsilon&0\\0&2\varepsilon\end{pmatrix}.$$

The off-diagonal charges are $\sqrt\varepsilon\sqrt\varepsilon-\varepsilon=0$. Lean checks the products entry by entry, with `hs` supplying $\sqrt\varepsilon\sqrt\varepsilon=\varepsilon$.

```lean
/-- For a charge `ε > 0` of the second wave, `chargeMixing ε` is invertible and turns the strengths
into `diag(2√ε, -2√ε)` and the charges into `diag(2ε, 2ε)`. -/
theorem chargeMixing_spec {ε : ℝ} (hε : 0 < ε) :
    IsUnit (chargeMixing ε) ∧
    mix (chargeMixing ε) strength =
      !![2 * ((√ε : ℝ) : ℂ), 0; 0, -(2 * ((√ε : ℝ) : ℂ))] ∧
    mix (chargeMixing ε) (charge ε) = !![2 * (ε : ℂ), 0; 0, 2 * (ε : ℂ)] := by
  have hs : ((√ε : ℝ) : ℂ) * ((√ε : ℝ) : ℂ) = (ε : ℂ) := by
    rw [← Complex.ofReal_mul, Real.mul_self_sqrt hε.le]
  have hne : ((√ε : ℝ) : ℂ) ≠ 0 :=
    Complex.ofReal_ne_zero.mpr (Real.sqrt_pos.mpr hε).ne'
  refine ⟨?_, ?_, ?_⟩
  · have hdet : (chargeMixing ε).det = -2 * ((√ε : ℝ) : ℂ) := by
      rw [chargeMixing, Matrix.det_fin_two_of]
      ring
    rw [Matrix.isUnit_iff_isUnit_det, hdet, isUnit_iff_ne_zero]
    exact mul_ne_zero (by norm_num) hne
  · ext i j
    fin_cases i <;> fin_cases j <;>
      simp [mix, chargeMixing, strength, Matrix.mul_apply, Fin.sum_univ_succ] <;>
      ring1
  · ext i j
    fin_cases i <;> fin_cases j <;>
      simp [mix, chargeMixing, charge, Matrix.mul_apply, Fin.sum_univ_succ] <;>
      first | ring1 | linear_combination hs
```

For $\varepsilon=\tfrac14$ the columns of $M_\varepsilon$ are $(\tfrac12,1)^T$ and $(\tfrac12,-1)^T$. The strengths become $\mathrm{diag}(1,-1)$ and the charges $\mathrm{diag}(\tfrac12,\tfrac12)$. Rescaled to unit charge, the waves have strengths $\pm2$. For general $\varepsilon>0$ these normalised strengths are $\pm1/\sqrt\varepsilon$, which diverge as $\varepsilon\to0$ while the two columns become antiparallel.

Since both products are diagonal, $M_\varepsilon$ is the mixing that `SimDiag` requires, for every $\varepsilon>0$.

```lean
/-- For every `ε > 0`, some invertible mixing makes both the strengths `[[0,1],[1,0]]` and the
charges `diag(1,ε)` diagonal. -/
theorem simDiag_of_pos {ε : ℝ} (hε : 0 < ε) : SimDiag strength (charge ε) := by
  obtain ⟨hU, hD, hq⟩ := chargeMixing_spec hε
  refine ⟨chargeMixing ε, hU, ?_, ?_⟩
  · rw [hD]
    intro i j hij
    fin_cases i <;> fin_cases j <;> first | exact absurd rfl hij | simp
  · rw [hq]
    intro i j hij
    fin_cases i <;> fin_cases j <;> first | exact absurd rfl hij | simp

end

end PartialWaveMixing
```

```lean
#print axioms PartialWaveMixing.semidefinite_counterexample
-- 'PartialWaveMixing.semidefinite_counterexample' depends on axioms: [propext, Classical.choice, Quot.sound]
#print axioms PartialWaveMixing.simDiag_of_pos
-- 'PartialWaveMixing.simDiag_of_pos' depends on axioms: [propext, Classical.choice, Quot.sound]
```
